# An n-node quadrature rule on [a, b] that uses one endpoint is not exact to degree 2n − 1, and one that uses both is not exact to degree 2n − 2

Take a quadrature rule on $[a,b]$, with $a<b$, whose only nodes are the two endpoints. Whatever its weights $w_a$ and $w_b$, it fails on the quadratic $(x-a)(b-x)$. This polynomial vanishes at both nodes, so the rule returns $0$, whereas

$$\int_a^b (x-a)(b-x)\,dx=\frac{(b-a)^3}{6}>0 .$$

If the nodes are instead $a$ and some other point $c$, the cubic $(x-a)(x-c)^2$ does the same job. It vanishes at both nodes and is nonnegative on $[a,b]$. Squaring the factor $x-c$ keeps the product nonnegative wherever $c$ lies, even if $x-c$ changes sign inside the interval; the factor $x-a$ is nonnegative there without squaring. An endpoint node therefore costs one degree in the test polynomial, and an interior node costs two. Counting these degrees for $n$ nodes gives the general result.

The result bears on one-dimensional finite-element calculations in which each element carries $n$ quadrature nodes including both of its ends. If the basis functions on a single element span all polynomials of degree up to $n-1$, and the integrals have unit weight, such a rule cannot give every overlap integral exactly, since the products of two basis functions then span all polynomials of degree up to $2n-2$.

## Rules and exactness

```lean
import Mathlib

open Polynomial

namespace PrescribedEndpointNodes

noncomputable section
```

The first line loads the mathematical library Mathlib. Opening `Polynomial` makes the notation `ℝ[X]` available for polynomials with real coefficients. In that notation `X` is the variable, `C c` is the constant polynomial $c$, and `p.eval x` is the number $p(x)$.

```lean
/-- The value of the quadrature rule with nodes `s` and weights `w` on a polynomial. -/
def rule (s : Finset ℝ) (w : ℝ → ℝ) (p : ℝ[X]) : ℝ :=
  ∑ x ∈ s, w x * p.eval x
```

For a node set $s$ and weights $w$, this defines

$$Q(p)=\sum_{x\in s} w(x)\,p(x).$$

The type `Finset ℝ` is that of finite sets of real numbers, so the nodes are automatically distinct, and their number $n$ is `s.card`. The weights are given as a function on all of $\mathbb R$, but only its values at the nodes enter. They may be negative or zero, and nodes may lie outside the interval of integration.

```lean
/-- The rule integrates every real polynomial of degree at most `d` exactly over `[a, b]`. -/
def ExactUpTo (a b : ℝ) (s : Finset ℝ) (w : ℝ → ℝ) (d : ℕ) : Prop :=
  ∀ p : ℝ[X], p.natDegree ≤ d → rule s w p = ∫ x in a..b, p.eval x
```

`ExactUpTo a b s w d` is the statement that $Q(p)=\int_a^b p(x)\,dx$ for every real polynomial $p$ of degree at most $d$. The integral has unit weight, so rules for integrals such as $\int e^{-x}p(x)\,dx$ are not covered. To refute exactness, one polynomial of degree at most $d$ on which the two sides differ is enough.

## A test polynomial that the rule cannot see

```lean
/-- A nonzero polynomial that is nonnegative on `[a, b]` has a positive integral. -/
theorem integral_pos_of_nonneg {a b : ℝ} (hab : a < b) {p : ℝ[X]} (hp : p ≠ 0)
    (hnn : ∀ x ∈ Set.Icc a b, 0 ≤ p.eval x) : 0 < ∫ x in a..b, p.eval x := by
  apply intervalIntegral.integral_pos hab p.continuous.continuousOn
    (fun x hx => hnn x ⟨hx.1.le, hx.2⟩)
  by_contra hcon
  push Not at hcon
  -- otherwise the polynomial would have infinitely many roots
  exact hp (Polynomial.eq_zero_of_infinite_isRoot p
    ((Set.Icc_infinite hab).mono fun x hx => le_antisymm (hcon x hx) (hnn x hx)))
```

The hypotheses are $a<b$, $p\neq0$ as a polynomial, and $p(x)\ge 0$ for all $x\in[a,b]$. The conclusion is $\int_a^b p(x)\,dx>0$.

By hand: a continuous nonnegative function that is positive somewhere on $[a,b]$ has a positive integral. If $p$ were positive nowhere on $[a,b]$, it would be zero throughout the interval. It would then have infinitely many roots, which a nonzero polynomial cannot have.

The Lean proof follows the same order. `intervalIntegral.integral_pos` supplies the fact about continuous functions and leaves the task of finding a point where $p$ is positive. `by_contra` assumes that there is none, and `le_antisymm` combines $p(x)\le0$ with $p(x)\ge0$ to give $p(x)=0$. The infinitude of $[a,b]$ then contradicts $p\ne0$.

```lean
/-- If a nonzero polynomial `g`, nonnegative on `[a, b]`, vanishes at all nodes outside `t`,
the rule is not exact up to any degree `d ≥ deg g + 2 |t|`. -/
theorem not_exact_of_nonneg_factor {a b : ℝ} (hab : a < b) {s t : Finset ℝ} {w : ℝ → ℝ}
    {g : ℝ[X]} {d : ℕ} (hg : g ≠ 0) (hnn : ∀ x ∈ Set.Icc a b, 0 ≤ g.eval x)
    (hs : ∀ x ∈ s, g.eval x = 0 ∨ x ∈ t) (hd : g.natDegree + 2 * t.card ≤ d) :
    ¬ ExactUpTo a b s w d := by
  intro hex
  let q : ℝ[X] := ∏ x ∈ t, (X - C x)
  have hq : q ≠ 0 := Finset.prod_ne_zero_iff.2 fun x _ => X_sub_C_ne_zero x
  have hqd : q.natDegree ≤ t.card :=
    (natDegree_prod_le t (fun x => (X - C x : ℝ[X]))).trans (by simp)
  have hdeg : (g * q ^ 2).natDegree ≤ d := by
    have h1 : (g * q ^ 2).natDegree ≤ g.natDegree + (q ^ 2).natDegree := natDegree_mul_le
    have h2 : (q ^ 2).natDegree ≤ 2 * q.natDegree := natDegree_pow_le
    omega
  -- the test polynomial is invisible to the rule
  have hzero : rule s w (g * q ^ 2) = 0 := by
    apply Finset.sum_eq_zero
    intro x hx
    rcases hs x hx with h | h
    · rw [eval_mul, h, zero_mul, mul_zero]
    · have hqx : q.eval x = 0 := by
        change (∏ y ∈ t, (X - C y : ℝ[X])).eval x = 0
        rw [eval_prod]
        exact Finset.prod_eq_zero h (by simp)
      rw [eval_mul, eval_pow, hqx]
      ring
  -- but its integral is positive
  have hpos := integral_pos_of_nonneg hab (mul_ne_zero hg (pow_ne_zero 2 hq)) (by
    intro x hx
    rw [eval_mul, eval_pow]
    exact mul_nonneg (hnn x hx) (sq_nonneg _))
  rw [← hex _ hdeg, hzero] at hpos
  exact lt_irrefl _ hpos
```

This theorem contains the main argument. Let $g$ be a nonzero polynomial that is nonnegative on $[a,b]$, and let $t$ be a finite set of reals such that every node is either a zero of $g$ or a member of $t$. If $\deg g+2|t|\le d$, the rule is not exact up to degree $d$. The symbol `¬` is negation.

By hand, set

$$q(x)=\prod_{y\in t}(x-y),\qquad p(x)=g(x)\,q(x)^2,$$

with $q=1$ if $t$ is empty. Three properties of $p$ are needed:

- Its degree is at most $\deg g+2|t|\le d$.
- At each node either $g$ or $q$ vanishes, so every term of the sum is zero and $Q(p)=0$.
- It is nonzero and nonnegative on $[a,b]$, so $\int_a^b p(x)\,dx>0$.

Exactness up to degree $d$ would give $0=Q(p)=\int_a^b p(x)\,dx>0$, a contradiction.

In the code, `intro hex` assumes exactness, and the three properties appear as `hdeg`, `hzero` and `hpos`. The tactic `omega`, which settles linear arithmetic in whole numbers, adds up the degrees. In `hzero`, the command `rcases` separates the nodes where $g$ vanishes from those in $t$. The last two lines turn `hpos` into $0<0$. The weights play no part in choosing $p$, so one test polynomial defeats every choice of weights on the given nodes.

## One node at the edge or beyond it

```lean
/-- If a rule with `n` nodes is exact on `[a, b]` up to degree `2n - 1`, all its nodes lie
strictly between `a` and `b`. -/
theorem nodes_interior {a b : ℝ} (hab : a < b) {s : Finset ℝ} {w : ℝ → ℝ}
    (hex : ExactUpTo a b s w (2 * s.card - 1)) : ∀ c ∈ s, c ∈ Set.Ioo a b := by
  intro c hc
  have hcard := Finset.card_erase_add_one hc
  constructor
  · by_contra hca
    have hca' : c ≤ a := not_lt.1 hca
    -- a node at or to the left of `a`: the factor `x - c` has a fixed sign
    refine not_exact_of_nonneg_factor hab (t := s.erase c) (X_sub_C_ne_zero c) ?_ ?_ ?_ hex
    · intro x hx
      simp only [eval_sub, eval_X, eval_C]
      linarith [hx.1]
    · intro x hx
      by_cases h : x = c
      · left; simp [h]
      · right; exact Finset.mem_erase.2 ⟨h, hx⟩
    · rw [natDegree_X_sub_C]
      omega
  · by_contra hcb
    have hcb' : b ≤ c := not_lt.1 hcb
    have hne : (C c - X : ℝ[X]) ≠ 0 := fun h =>
      X_sub_C_ne_zero c (by linear_combination -h)
    refine not_exact_of_nonneg_factor hab (t := s.erase c) hne ?_ ?_ ?_ hex
    · intro x hx
      simp only [eval_sub, eval_X, eval_C]
      linarith [hx.2]
    · intro x hx
      by_cases h : x = c
      · left; simp [h]
      · right; exact Finset.mem_erase.2 ⟨h, hx⟩
    · have h1 : (C c - X : ℝ[X]).natDegree ≤ 1 := by compute_degree
      omega
```

In words: if a rule with $n$ nodes is exact up to degree $2n-1$, every node $c$ satisfies $a<c<b$. `Set.Ioo a b` is the open interval.

By hand, suppose that some node has $c\le a$. Take $g(x)=x-c$, which is nonnegative on $[a,b]$, and let $t$ be the remaining $n-1$ nodes. The degree count is

$$1+2(n-1)=2n-1,$$

so the previous theorem rules out exactness up to $2n-1$. If instead $c\ge b$, the factor $g(x)=c-x$ gives the same count.

In Lean, `constructor` splits $a<c<b$ into its two inequalities, and each is proved by contradiction. The set `s.erase c` is $s$ without $c$, and `hcard` records that it has one element fewer. The three `?_` placeholders stand for what remains to be checked: the sign of $g$, the vanishing at the nodes, and the degree count.

## Two nodes enclosing the interval

```lean
/-- A rule with `n` nodes, one of them at or below `a` and one at or above `b`, is not exact
on `[a, b]` up to degree `2n - 2`. -/
theorem not_exact_of_two_outer_nodes {a b c e : ℝ} (hab : a < b) {s : Finset ℝ} {w : ℝ → ℝ}
    (hc : c ∈ s) (he : e ∈ s) (hca : c ≤ a) (hbe : b ≤ e) :
    ¬ ExactUpTo a b s w (2 * s.card - 2) := by
  have hlt : c < e := by linarith
  have hec : e ≠ c := hlt.ne'
  have h1 := Finset.card_erase_add_one hc
  have h2 := Finset.card_erase_add_one (Finset.mem_erase.2 ⟨hec, he⟩)
  have hne : (C e - X : ℝ[X]) ≠ 0 := fun h =>
    X_sub_C_ne_zero e (by linear_combination -h)
  refine not_exact_of_nonneg_factor hab (t := (s.erase c).erase e)
    (mul_ne_zero (X_sub_C_ne_zero c) hne) ?_ ?_ ?_
  · intro x hx
    simp only [eval_mul, eval_sub, eval_X, eval_C]
    exact mul_nonneg (by linarith [hx.1]) (by linarith [hx.2])
  · intro x hx
    by_cases h : x = c
    · left; simp [h]
    · by_cases h' : x = e
      · left; simp [h']
      · right; exact Finset.mem_erase.2 ⟨h', Finset.mem_erase.2 ⟨h, hx⟩⟩
  · have h3 : ((X - C c) * (C e - X) : ℝ[X]).natDegree ≤ 
        (X - C c : ℝ[X]).natDegree + (C e - X : ℝ[X]).natDegree := natDegree_mul_le
    have h4 : (C e - X : ℝ[X]).natDegree ≤ 1 := by compute_degree
    rw [natDegree_X_sub_C] at h3
    omega
```

Here two nodes $c$ and $e$ satisfy $c\le a$ and $e\ge b$. The conclusion is that exactness up to degree $2n-2$ fails.

By hand, take $g(x)=(x-c)(e-x)$. Both factors are nonnegative on $[a,b]$. Since $c\le a<b\le e$, the two nodes are distinct, and $n-2$ nodes remain to be squared. The count is

$$2+2(n-2)=2n-2 .$$

The proof removes both nodes with `(s.erase c).erase e` and checks the same three conditions as before. Each node is $c$, is $e$, or belongs to the remaining set, which accounts for the two nested `by_cases`.

## The endpoint theorem

```lean
/-- A rule with `n` nodes that include `a` is not exact on `[a, b]` up to degree `2n - 1`;
if the nodes include both `a` and `b`, it is not exact up to degree `2n - 2`. -/
theorem endpoint_nodes_limit_exactness {a b : ℝ} (hab : a < b) (s : Finset ℝ) (w : ℝ → ℝ)
    (ha : a ∈ s) :
    ¬ ExactUpTo a b s w (2 * s.card - 1) ∧
      (b ∈ s → ¬ ExactUpTo a b s w (2 * s.card - 2)) :=
  ⟨fun hex => lt_irrefl a (nodes_interior hab hex a ha).1,
    fun hb => not_exact_of_two_outer_nodes hab ha hb le_rfl le_rfl⟩
```

The hypotheses are $a<b$ and $a\in s$. The conclusion has two parts, joined by `∧`:

- The rule is not exact on all real polynomials of degree at most $2n-1$.
- If $b\in s$ as well, it is not exact on all real polynomials of degree at most $2n-2$.

The proof specialises the two preceding results. Exactness up to $2n-1$ would put $a$ strictly inside the interval and give $a<a$. For the second part, set $c=a$ and $e=b$; the required inequalities $a\le a$ and $b\le b$ are both `le_rfl`.

Written out, with $s$ the node set, the test polynomials are

$$(x-a)\prod_{y\in s\setminus\{a\}}(x-y)^2
\quad\text{and}\quad
(x-a)(b-x)\prod_{y\in s\setminus\{a,b\}}(x-y)^2 .$$

No assumption $n\ge2$ is needed. For $n=1$ the first polynomial is $x-a$, with integral $(b-a)^2/2$. In the second part $n\ge2$ holds automatically, because $a$ and $b$ are different nodes. A rule that contains $b$ but not $a$ is covered by `nodes_interior`.

## Two rules that reach the next lower degree

The theorem leaves open whether degrees $2n-2$ and $2n-3$ can be reached. One example of each kind shows that they can, for $n=2$ and $n=3$ respectively. Both Lean proofs use a formula for the integral of a general cubic.

```lean
/-- A polynomial of degree at most three is given by its first four coefficients. -/
theorem eval_cubic {p : ℝ[X]} (hp : p.natDegree ≤ 3) (x : ℝ) :
    p.eval x = p.coeff 0 + p.coeff 1 * x + p.coeff 2 * x ^ 2 + p.coeff 3 * x ^ 3 := by
  rw [eval_eq_sum_range' (Nat.lt_succ_of_le hp) x]
  simp [Finset.sum_range_succ]
```

For $\deg p\le3$, with $p_k$ the coefficient of $x^k$, this is $p(x)=p_0+p_1x+p_2x^2+p_3x^3$. In Lean $p_k$ is `p.coeff k`. The proof writes the value as a sum over four powers and expands it.

```lean
/-- The integral over `[a, b]` of a polynomial of degree at most three, by coefficients. -/
theorem integral_cubic {p : ℝ[X]} (hp : p.natDegree ≤ 3) (a b : ℝ) :
    ∫ x in a..b, p.eval x = p.coeff 0 * (b - a) + p.coeff 1 / 2 * (b ^ 2 - a ^ 2)
      + p.coeff 2 / 3 * (b ^ 3 - a ^ 3) + p.coeff 3 / 4 * (b ^ 4 - a ^ 4) := by
  have hF : ∀ x ∈ Set.uIcc a b, HasDerivAt (fun y : ℝ => p.coeff 0 * y + p.coeff 1 / 2 * y ^ 2
      + p.coeff 2 / 3 * y ^ 3 + p.coeff 3 / 4 * y ^ 4) (p.eval x) x := by
    intro x _
    refine HasDerivAt.congr_deriv (((((hasDerivAt_id' x).const_mul (p.coeff 0)).fun_add
      ((hasDerivAt_pow 2 x).const_mul (p.coeff 1 / 2))).fun_add
      ((hasDerivAt_pow 3 x).const_mul (p.coeff 2 / 3))).fun_add
      ((hasDerivAt_pow 4 x).const_mul (p.coeff 3 / 4))) ?_
    rw [eval_cubic hp]
    norm_num
    ring
  rw [intervalIntegral.integral_eq_sub_of_hasDerivAt hF (p.continuous.intervalIntegrable a b)]
  ring
```

Integrating term by term gives

$$\int_a^b p(x)\,dx=p_0(b-a)+\frac{p_1}{2}(b^2-a^2)+\frac{p_2}{3}(b^3-a^3)+\frac{p_3}{4}(b^4-a^4).$$

The fact `hF` states that the evident antiderivative has derivative $p$. The fundamental theorem of calculus, `intervalIntegral.integral_eq_sub_of_hasDerivAt`, then gives the difference of its values at $b$ and $a$, and `ring` rearranges the terms.

```lean
/-- The two-point Radau rule, with nodes `a` and `a + 2(b - a)/3` and weights `(b - a)/4` and
`3(b - a)/4`, is exact up to degree `2`. -/
theorem radau_two_point_exact {a b : ℝ} (hab : a < b) :
    ExactUpTo a b {a, a + 2 * (b - a) / 3}
      (fun x => if x = a then (b - a) / 4 else 3 * (b - a) / 4) 2 := by
  intro p hp
  have h : a + 2 * (b - a) / 3 ≠ a := by intro h; linarith
  have h3 : p.coeff 3 = 0 := coeff_eq_zero_of_natDegree_lt (by omega)
  have hp3 : p.natDegree ≤ 3 := by omega
  unfold rule
  rw [Finset.sum_pair h.symm]
  beta_reduce
  rw [if_pos rfl, if_neg h, integral_cubic hp3,
    eval_cubic hp3 a, eval_cubic hp3 (a + 2 * (b - a) / 3), h3]
  ring
```

This is the two-point Radau rule,

$$Q(p)=\frac{b-a}{4}\,p(a)+\frac{3(b-a)}{4}\,p\!\left(a+\tfrac23(b-a)\right),$$

and the claim is exactness up to degree $2=2n-2$.

By hand, substitute $x=a+(b-a)u$ and divide by $b-a$. It is then enough to check $1$, $u$ and $u^2$ on $[0,1]$:

$$\tfrac14+\tfrac34=1,\qquad \tfrac34\cdot\tfrac23=\tfrac12,\qquad \tfrac34\cdot\tfrac49=\tfrac13 .$$

Lean skips the substitution. It inserts the coefficient formulas for the values and the integral, sets $p_3=0$, and lets `ring` verify the resulting identity in $a$, $b$ and the coefficients. The weight function is defined by cases, so the proof first shows that the two nodes differ, which uses $a<b$.

```lean
/-- Simpson's rule, with three nodes `a`, `(a + b)/2` and `b`, is exact up to degree `3`. -/
theorem simpson_exact {a b : ℝ} (hab : a < b) :
    ExactUpTo a b {a, (a + b) / 2, b}
      (fun x => if x = (a + b) / 2 then 4 * (b - a) / 6 else (b - a) / 6) 3 := by
  intro p hp
  have h1 : a ≠ (a + b) / 2 := by intro h; linarith
  have h2 : b ≠ (a + b) / 2 := by intro h; linarith
  have hmem : a ∉ ({(a + b) / 2, b} : Finset ℝ) := by
    rw [Finset.mem_insert, Finset.mem_singleton]
    exact fun h => h.elim h1 hab.ne
  unfold rule
  rw [Finset.sum_insert hmem, Finset.sum_pair h2.symm]
  beta_reduce
  rw [if_neg h1, if_pos rfl, if_neg h2,
    integral_cubic hp, eval_cubic hp a, eval_cubic hp ((a + b) / 2), eval_cubic hp b]
  ring

end

end PrescribedEndpointNodes
```

Simpson's rule has both endpoints among its three nodes:

$$Q(p)=\frac{b-a}{6}\left[p(a)+4\,p\!\left(\tfrac{a+b}{2}\right)+p(b)\right].$$

It is exact up to degree $3=2n-3$. With the same substitution, the values to check for $1,u,u^2,u^3$ are

$$\tfrac16+\tfrac46+\tfrac16=1,\quad \tfrac46\cdot\tfrac12+\tfrac16=\tfrac12,\quad \tfrac46\cdot\tfrac14+\tfrac16=\tfrac13,\quad \tfrac46\cdot\tfrac18+\tfrac16=\tfrac14 .$$

The Lean proof again works directly on $[a,b]$. It establishes that the three nodes are distinct, splits the sum into three terms with the right weights, inserts the cubic formulas, and finishes with `ring`.

```lean
#print axioms PrescribedEndpointNodes.endpoint_nodes_limit_exactness
#print axioms PrescribedEndpointNodes.radau_two_point_exact
#print axioms PrescribedEndpointNodes.simpson_exact
```

```
'PrescribedEndpointNodes.endpoint_nodes_limit_exactness' depends on axioms: [propext, Classical.choice, Quot.sound]
'PrescribedEndpointNodes.radau_two_point_exact' depends on axioms: [propext, Classical.choice, Quot.sound]
'PrescribedEndpointNodes.simpson_exact' depends on axioms: [propext, Classical.choice, Quot.sound]
```
